# On an open mirror-symmetric chain with real, nonzero nearest-neighbour hoppings, every orbital is even or odd

After diagonalising a mirror-symmetric tight-binding chain, a program can label each normalised orbital $\psi$ by the overlap with its reflection,

$$p=\sum_{i=0}^{L-1}\psi_i^*\,\psi_{L-1-i}.$$

In exact arithmetic $p$ is $+1$ for an even orbital and $-1$ for an odd one. No other value occurs if the chain is open and mirror symmetric, has one orbital per site, and its only hoppings are real, nonzero ones between nearest neighbours.

## An open chain with real parameters

Sites are numbered $0,\dots,L-1$. With potential $v_n$ on site $n$ and hopping $t_n$ between sites $n$ and $n+1$, an orbital of energy $E$ satisfies

$$t_{n-1}\psi_{n-1}+v_n\psi_n+t_n\psi_{n+1}=E\psi_n,$$

where terms beyond the ends are absent. Real hoppings mean that no magnetic phases are present, and real potentials mean no gain or loss. The matrix `chainH t v` has the same $t_n$ in both directions. Orbitals are complex vectors on `Fin L`; values of `t` beyond the last bond are never used.

In Lean 4 with Mathlib:

```lean
import Mathlib

open Matrix

namespace MirrorSymmetricChain

noncomputable section

/-- The Hamiltonian of an open chain with site potentials `v` and real hopping `t n`
on the bond between sites `n` and `n + 1`. -/
def chainH {L : ℕ} (t : ℕ → ℝ) (v : Fin L → ℝ) : Matrix (Fin L) (Fin L) ℂ :=
  fun i j =>
    if i = j then (v i : ℂ)
    else if (i : ℕ) + 1 = (j : ℕ) then (t i : ℂ)
    else if (j : ℕ) + 1 = (i : ℕ) then (t j : ℂ)
    else 0
```

The open ends matter. On a three-site ring with equal potentials and equal nonzero hoppings, $(1,-1,0)/\sqrt2$ is an eigenvector with neither parity.

Mirror symmetry is a separate condition on the parameters. Reflection, `Fin.rev`, sends site $i$ to $L-1-i$, so it exchanges bonds $i$ and $j$ when $i+j+2=L$. The density is $\sum_k f_k|\psi_{k,i}|^2$, with real occupations $f_k$.

```lean
/-- Hoppings and potentials are unchanged when the chain is reflected about its centre. -/
structure MirrorSymmetric {L : ℕ} (t : ℕ → ℝ) (v : Fin L → ℝ) : Prop where
  hop : ∀ i j : ℕ, i + j + 2 = L → t i = t j
  pot : ∀ i : Fin L, v i.rev = v i

/-- The site density of orbitals `ψ k` with occupations `f k`. -/
def density {L : ℕ} {κ : Type*} [Fintype κ] (f : κ → ℝ) (ψ : κ → Fin L → ℂ)
    (i : Fin L) : ℝ :=
  ∑ k, f k * ‖ψ k i‖ ^ 2
```

## Nonzero hoppings make every level simple

The hypothesis `ht` says that every bond inside the chain lets an electron through. Suppose $\psi_0=0$. The equation on site 0 gives $t_0\psi_1=0$, hence $\psi_1=0$. Once $\psi_0,\dots,\psi_m$ vanish, the equation on site $m$ reduces to $t_m\psi_{m+1}=0$, so the zero spreads along the whole chain.

`eq_zero_of_edge` does this by strong induction; `Finset.sum_eq_single` isolates the one surviving term in row $m$.

```lean
variable {L : ℕ} {t : ℕ → ℝ} {v : Fin L → ℝ}

/-- On a chain without cut bonds, a solution of the eigenvalue equation that vanishes on
the first site vanishes everywhere. -/
theorem eq_zero_of_edge (ht : ∀ n, n + 1 < L → t n ≠ 0) {E : ℂ} {ψ : Fin L → ℂ}
    (h : chainH t v *ᵥ ψ = E • ψ) (h0 : ∀ i : Fin L, (i : ℕ) = 0 → ψ i = 0) :
    ψ = 0 := by
  have key : ∀ n : ℕ, ∀ i : Fin L, (i : ℕ) = n → ψ i = 0 := by
    intro n
    induction n using Nat.strong_induction_on with
    | _ n ih =>
      intro i hi
      rcases n with _ | m
      · exact h0 i hi
      · have hm : m + 1 < L := by
          have := i.isLt
          omega
        obtain ⟨k, hk⟩ : ∃ k : Fin L, (k : ℕ) = m := ⟨⟨m, by omega⟩, rfl⟩
        have hrow := congrFun h k
        -- in row `m` only the amplitude on site `m + 1` can survive
        have hsum : (chainH t v *ᵥ ψ) k = (t m : ℂ) * ψ i := by
          have hki : chainH t v k i = (t m : ℂ) := by
            have h1 : k ≠ i := by
              intro e
              have := congrArg Fin.val e
              omega
            have h2 : (k : ℕ) + 1 = (i : ℕ) := by omega
            unfold chainH
            rw [if_neg h1, if_pos h2, hk]
          rw [← hki]
          change ∑ j, chainH t v k j * ψ j = _
          refine Finset.sum_eq_single i ?_ (by simp)
          intro j _ hj
          by_cases hjm : (j : ℕ) < m + 1
          · rw [ih j hjm j rfl, mul_zero]
          · have hj' : (j : ℕ) ≠ (i : ℕ) := fun e => hj (Fin.ext e)
            have a : k ≠ j := by
              intro e
              have := congrArg Fin.val e
              omega
            have b : ¬ (k : ℕ) + 1 = (j : ℕ) := by omega
            have c : ¬ (j : ℕ) + 1 = (k : ℕ) := by omega
            unfold chainH
            rw [if_neg a, if_neg b, if_neg c, zero_mul]
        rw [hsum, Pi.smul_apply, ih m (by omega) k hk, smul_zero] at hrow
        exact (mul_eq_zero.mp hrow).resolve_left (by exact_mod_cast ht m hm)
  funext i
  exact key i i rfl
```

A nonzero solution $\psi$ therefore has $\psi_0\neq0$. If $\varphi$ has the same energy, then $\varphi-(\varphi_0/\psi_0)\psi$ is a solution that vanishes on site 0, hence everywhere. So $\varphi$ is a multiple of $\psi$, and the eigenspace has dimension one. Mirror symmetry has not been used.

```lean
/-- On a chain without cut bonds, any solution at energy `E` is a multiple of any nonzero
solution at the same energy. -/
theorem orbital_unique (ht : ∀ n, n + 1 < L → t n ≠ 0) {E : ℂ} {φ ψ : Fin L → ℂ}
    (hφ : chainH t v *ᵥ φ = E • φ) (hψ : chainH t v *ᵥ ψ = E • ψ) (hne : ψ ≠ 0) :
    ∃ c : ℂ, φ = c • ψ := by
  obtain ⟨i0, hi0, hnz⟩ : ∃ i : Fin L, (i : ℕ) = 0 ∧ ψ i ≠ 0 := by
    by_contra hcon
    exact hne (eq_zero_of_edge ht hψ fun i hi => by_contra fun h => hcon ⟨i, hi, h⟩)
  -- subtract the multiple of `ψ` that matches `φ` on the first site
  refine ⟨φ i0 / ψ i0, sub_eq_zero.mp (eq_zero_of_edge (v := v) (E := E) ht ?_ ?_)⟩
  · rw [Matrix.mulVec_sub, Matrix.mulVec_smul, hφ, hψ]
    module
  · intro i hi
    obtain rfl : i = i0 := Fin.ext (hi.trans hi0.symm)
    simp [hnz]

/-- On a chain without cut bonds, the eigenspace of every eigenvalue is one-dimensional. -/
theorem eigenvalue_simple (ht : ∀ n, n + 1 < L → t n ≠ 0) {E : ℂ}
    (hE : Module.End.HasEigenvalue (Matrix.toLin' (chainH t v)) E) :
    Module.finrank ℂ (Module.End.eigenspace (Matrix.toLin' (chainH t v)) E) = 1 := by
  obtain ⟨ψ, hψ⟩ := hE.exists_hasEigenvector
  have h2 := Module.End.mem_eigenspace_iff.mp hψ.1
  rw [Matrix.toLin'_apply] at h2
  refine (finrank_eq_one_iff_of_nonzero'
    (⟨ψ, hψ.1⟩ : Module.End.eigenspace (Matrix.toLin' (chainH t v)) E) ?_).mpr ?_
  · intro h
    exact hψ.2 (congrArg Subtype.val h)
  · rintro ⟨φ, hφ⟩
    have h1 := Module.End.mem_eigenspace_iff.mp hφ
    rw [Matrix.toLin'_apply] at h1
    obtain ⟨c, hc⟩ := orbital_unique ht h1 h2 hψ.2
    exact ⟨c, Subtype.ext hc.symm⟩
```

## Mirror symmetry supplies the parity

Write $(R\psi)_i=\psi_{L-1-i}$. Reflection preserves the potentials and exchanges bonds of equal hopping, so $H_{L-1-i,\,L-1-j}=H_{ij}$. Relabelling the sum gives

$$(HR\psi)_i=\sum_j H_{ij}\psi_{L-1-j}=\sum_k H_{L-1-i,\,k}\psi_k=E(R\psi)_i.$$

`chainH_reflect` checks the matrix entries case by case, and `reflected_orbital` relabels the sum with `Fin.revPerm`.

```lean
/-- The Hamiltonian of a mirror-symmetric chain is unchanged when both site indices are
reflected. -/
theorem chainH_reflect (hm : MirrorSymmetric t v) (i j : Fin L) :
    chainH t v i.rev j.rev = chainH t v i j := by
  have hi : (i.rev : ℕ) + i + 1 = L := by
    have := i.isLt
    rw [Fin.val_rev]
    omega
  have hj : (j.rev : ℕ) + j + 1 = L := by
    have := j.isLt
    rw [Fin.val_rev]
    omega
  by_cases h1 : i = j
  · subst h1
    simp [chainH, hm.pot]
  · have h1' : i.rev ≠ j.rev := fun e => h1 (Fin.rev_injective e)
    unfold chainH
    by_cases h2 : (i : ℕ) + 1 = (j : ℕ)
    · have a : ¬ (i.rev : ℕ) + 1 = (j.rev : ℕ) := by omega
      have b : (j.rev : ℕ) + 1 = (i.rev : ℕ) := by omega
      rw [if_neg h1', if_neg a, if_pos b, if_neg h1, if_pos h2,
        hm.hop j.rev i (by omega)]
    · by_cases h3 : (j : ℕ) + 1 = (i : ℕ)
      · have a : (i.rev : ℕ) + 1 = (j.rev : ℕ) := by omega
        rw [if_neg h1', if_pos a, if_neg h1, if_neg h2, if_pos h3,
          hm.hop i.rev j (by omega)]
      · have a : ¬ (i.rev : ℕ) + 1 = (j.rev : ℕ) := by omega
        have b : ¬ (j.rev : ℕ) + 1 = (i.rev : ℕ) := by omega
        rw [if_neg h1', if_neg a, if_neg b, if_neg h1, if_neg h2, if_neg h3]

/-- On a mirror-symmetric chain the reflection of a solution is a solution at the same
energy. -/
theorem reflected_orbital (hm : MirrorSymmetric t v) {E : ℂ} {ψ : Fin L → ℂ}
    (hψ : chainH t v *ᵥ ψ = E • ψ) :
    chainH t v *ᵥ (ψ ∘ Fin.rev) = E • (ψ ∘ Fin.rev) := by
  funext i
  have h := congrFun hψ i.rev
  change ∑ j, chainH t v i.rev j * ψ j = E * ψ i.rev at h
  change ∑ j, chainH t v i j * ψ j.rev = E * ψ i.rev
  rw [← h]
  refine Fintype.sum_equiv Fin.revPerm _ _ fun j => ?_
  change chainH t v i j * ψ j.rev = chainH t v i.rev j.rev * ψ j.rev
  rw [chainH_reflect hm]
```

Since the level is simple, $R\psi=c\psi$ for nonzero $\psi$. Reflecting twice gives $\psi=c^2\psi$, so $c=\pm1$. In `even_or_odd`, the zero vector is treated separately and counted as even.

```lean
/-- On a mirror-symmetric chain without cut bonds, every solution of the eigenvalue
equation is even or odd under reflection. -/
theorem even_or_odd (hm : MirrorSymmetric t v) (ht : ∀ n, n + 1 < L → t n ≠ 0)
    {E : ℂ} {ψ : Fin L → ℂ} (hψ : chainH t v *ᵥ ψ = E • ψ) :
    (∀ i, ψ i.rev = ψ i) ∨ (∀ i, ψ i.rev = -ψ i) := by
  by_cases hne : ψ = 0
  · left
    intro i
    simp [hne]
  obtain ⟨c, hc⟩ := orbital_unique ht (reflected_orbital hm hψ) hψ hne
  have hc' : ∀ i, ψ i.rev = c * ψ i := fun i => congrFun hc i
  obtain ⟨i, hi⟩ := Function.ne_iff.mp hne
  -- reflecting twice gives back the orbital, so `c * c = 1`
  have h2 := hc' i.rev
  rw [Fin.rev_rev, hc' i] at h2
  have hcc : c * c = 1 := mul_right_cancel₀ hi (by linear_combination -h2)
  rcases mul_self_eq_one_iff.mp hcc with h | h
  · left
    intro j
    rw [hc' j, h, one_mul]
  · right
    intro j
    rw [hc' j, h, neg_one_mul]
```

Without mirror symmetry the levels remain simple, but parity can fail: in a dimer with $v_0\ne v_1$ and a nonzero bond, neither $(1,1)$ nor $(1,-1)$ is an eigenvector.

## Symmetric densities for any occupations

Either sign gives $|\psi_{L-1-i}|^2=|\psi_i|^2$. The main theorem combines this with parity and simplicity, and `density_symmetric` sums over orbitals. It requires neither normalised nor distinct orbitals.

```lean
/-- On a mirror-symmetric chain with nonzero hoppings, every eigenspace is one-dimensional,
and every solution of the eigenvalue equation is even or odd and has a mirror-symmetric
density. -/
theorem mirror_symmetric_chain (hm : MirrorSymmetric t v)
    (ht : ∀ n, n + 1 < L → t n ≠ 0) :
    (∀ E : ℂ, Module.End.HasEigenvalue (Matrix.toLin' (chainH t v)) E →
      Module.finrank ℂ (Module.End.eigenspace (Matrix.toLin' (chainH t v)) E) = 1) ∧
    ∀ (E : ℂ) (ψ : Fin L → ℂ), chainH t v *ᵥ ψ = E • ψ →
      ((∀ i, ψ i.rev = ψ i) ∨ (∀ i, ψ i.rev = -ψ i)) ∧
      ∀ i, ‖ψ i.rev‖ ^ 2 = ‖ψ i‖ ^ 2 := by
  refine ⟨fun E hE => eigenvalue_simple ht hE, fun E ψ hψ => ?_⟩
  have hp := even_or_odd hm ht hψ
  refine ⟨hp, fun i => ?_⟩
  rcases hp with h | h
  · rw [h i]
  · rw [h i, norm_neg]

/-- On a mirror-symmetric chain with nonzero hoppings, the total density built from solutions of the
eigenvalue equation is mirror symmetric for any real occupations. -/
theorem density_symmetric (hm : MirrorSymmetric t v) (ht : ∀ n, n + 1 < L → t n ≠ 0)
    {κ : Type*} [Fintype κ] (f : κ → ℝ) (E : κ → ℂ) (ψ : κ → Fin L → ℂ)
    (hψ : ∀ k, chainH t v *ᵥ ψ k = E k • ψ k) (i : Fin L) :
    density f ψ i.rev = density f ψ i := by
  unfold density
  refine Finset.sum_congr rfl fun k _ => ?_
  rw [((mirror_symmetric_chain hm ht).2 (E k) (ψ k) (hψ k)).2 i]
```

For a lattice Kohn–Sham calculation on such a finite, one-orbital-per-site chain, a mirror-symmetric effective potential thus yields a mirror-symmetric density. If the potential functional and the mixing respect the reflection, a symmetric starting density stays symmetric through the iterations in exact arithmetic.

## A connected dimer and a cut one

With potential $u$ and hopping $s$, the normalised orbitals $(1,1)/\sqrt2$ and $(1,-1)/\sqrt2$ have energies $u+s$ and $u-s$. Each has density $1/2$ on both sites. The code uses the unnormalised vectors.

```lean
/-- The symmetric dimer with potential `u` and hopping `s` has an even orbital at energy
`u + s` and an odd orbital at energy `u - s`. -/
theorem dimer_orbitals (u s : ℝ) :
    chainH (L := 2) (fun _ => s) (fun _ => u) *ᵥ ![1, 1] = ((u : ℂ) + s) • ![1, 1] ∧
    chainH (L := 2) (fun _ => s) (fun _ => u) *ᵥ ![1, -1] = ((u : ℂ) - s) • ![1, -1] := by
  constructor <;> ext i <;> fin_cases i <;>
    simp [chainH, Matrix.mulVec, dotProduct, Fin.sum_univ_two] <;> ring
```

At $s=0$ the two energies coincide, and $(1,0)$ is an eigenvector with all its density on one site. The potential and hopping are still mirror symmetric; only `ht` fails.

```lean
/-- With its bond cut, the mirror-symmetric dimer has an eigenvector whose density is not
mirror symmetric. -/
theorem cut_dimer_asymmetric (u : ℝ) :
    MirrorSymmetric (L := 2) (fun _ => 0) (fun _ => u) ∧
    chainH (L := 2) (fun _ => 0) (fun _ => u) *ᵥ ![1, 0] = (u : ℂ) • ![1, 0] ∧
    ‖(![1, 0] : Fin 2 → ℂ) (Fin.rev 0)‖ ^ 2 ≠ ‖(![1, 0] : Fin 2 → ℂ) 0‖ ^ 2 := by
  refine ⟨⟨fun _ _ _ => rfl, fun _ => rfl⟩, ?_, ?_⟩
  · ext i
    fin_cases i <;> simp [chainH, Matrix.mulVec, dotProduct]
  · have h : Fin.rev (0 : Fin 2) = 1 := by decide
    rw [h]
    simp

end

end MirrorSymmetricChain
```

A very weak central bond brings a numerical calculation close to this case. When the even–odd splitting falls to the level of rounding error, a diagonaliser may return mixtures localised on one side, with $p$ far from $\pm1$. Diagonalising the even and odd sectors separately restores the labels.

```lean
#print axioms MirrorSymmetricChain.mirror_symmetric_chain
#print axioms MirrorSymmetricChain.density_symmetric
#print axioms MirrorSymmetricChain.dimer_orbitals
#print axioms MirrorSymmetricChain.cut_dimer_asymmetric
```

```
'MirrorSymmetricChain.mirror_symmetric_chain' depends on axioms: [propext, Classical.choice, Quot.sound]
'MirrorSymmetricChain.density_symmetric' depends on axioms: [propext, Classical.choice, Quot.sound]
'MirrorSymmetricChain.dimer_orbitals' depends on axioms: [propext, Classical.choice, Quot.sound]
'MirrorSymmetricChain.cut_dimer_asymmetric' depends on axioms: [propext, Classical.choice, Quot.sound]
```
